# The discretised kink action is differentiable at a path if the potential is differentiable at its movable beads

A path in imaginary time between two fixed ends is discretised, with time step `τ ≠ 0`, into `N` movable beads in a complete real inner product space, the mass-weighted configuration space. Its kink action is the sum of the spring terms, each the squared distance between neighbouring beads (the fixed ends included) divided by `2 * τ`, plus `τ` times the potential summed over the movable beads. The theorem `kinkAction_differentiableAt` says that this action is differentiable at a path if the potential is differentiable at each of the path's movable beads. The attempt shows that every bead depends differentiably on the path, builds the spring terms from this, and takes the potential part from `potential_gradient`.

As first written in Lean, the proof fails:

```lean
import Mathlib

open Filter
open scoped Topology

namespace KinkActionDifferentiableAt

noncomputable section

variable {F : Type*} [NormedAddCommGroup F] [InnerProductSpace ℝ F] {N : ℕ}

/-- A discretised path: `N` movable beads in the mass-weighted configuration space `F`. -/
abbrev Path (N : ℕ) (F : Type*) := PiLp 2 (fun _ : Fin N => F)

/-- The beads in order along the path: the fixed end `a`, the `N` movable beads, the fixed end `b`. -/
def bead (a b : F) (q : Path N F) : ℕ → F
  | 0 => a
  | k + 1 => if h : k < N then q ⟨k, h⟩ else b

/-- The discretised kink action for time step `τ ≠ 0`: the spring terms between neighbouring beads
plus `τ` times the potential `V` summed over the movable beads. -/
def kinkAction (τ : ℝ) (a b : F) (V : F → ℝ) (q : Path N F) : ℝ :=
  ∑ k ∈ Finset.range (N + 1), ‖bead a b q (k + 1) - bead a b q k‖ ^ 2 / (2 * τ)
    + τ * ∑ i, V (q i)

/-- The gradient of the potential part of the action has `τ ∇V` at each bead as its components, if
`V` is differentiable at the beads. -/
theorem potential_gradient [CompleteSpace F] (τ : ℝ) {V : F → ℝ} {x : Path N F}
    (hV : ∀ i, DifferentiableAt ℝ V (x i)) :
    HasGradientAt (fun q : Path N F => τ * ∑ i, V (q i))
      (WithLp.toLp 2 (fun i => τ • gradient V (x i))) x := by
  have h1 : ∀ i, HasFDerivAt (fun q : Path N F => V (q i))
      ((fderiv ℝ V (x i)).comp (PiLp.proj 2 (fun _ : Fin N => F) i : Path N F →L[ℝ] F)) x :=
    fun i => HasFDerivAt.comp x (hV i).hasFDerivAt
      (PiLp.proj 2 (fun _ : Fin N => F) i : Path N F →L[ℝ] F).hasFDerivAt
  rw [hasGradientAt_iff_hasFDerivAt]
  refine ((HasFDerivAt.fun_sum fun i _ => h1 i).const_mul τ).congr_fderiv ?_
  refine ContinuousLinearMap.ext fun v => ?_
  simp [PiLp.inner_apply, real_inner_smul_left, Finset.mul_sum, gradient]

/-- The kink action is differentiable at a path if the potential is differentiable at its beads. -/
theorem kinkAction_differentiableAt [CompleteSpace F] (τ : ℝ) (a b : F) {V : F → ℝ}
    {x : Path N F} (hV : ∀ i, DifferentiableAt ℝ V (x i)) :
    DifferentiableAt ℝ (kinkAction τ a b V) x := by
  have hb : ∀ k, Differentiable ℝ (fun q : Path N F => bead a b q k) := by
    intro k
    cases k with
    | zero => exact differentiable_const a
    | succ k =>
      by_cases h : k < N
      · simp only [bead, h, dite_true]
        exact (PiLp.proj 2 (fun _ : Fin N => F) ⟨k, h⟩ : Path N F →L[ℝ] F).differentiable
      · simp only [bead, h, dite_false]
        exact differentiable_const b
  exact (DifferentiableAt.fun_sum fun k _ =>
    ((((hb (k + 1)).sub (hb k)).norm_sq ℝ).div_const (2 * τ)) x).add
      (potential_gradient τ hV).hasFDerivAt.differentiableAt

end

end KinkActionDifferentiableAt
```

Compiling this gives:

```
Main.lean:56:5: error(lean.synthInstanceFailed): failed to synthesize instance of type class
  NontriviallyNormedField (Path N F)

Hint: Type class instance resolution failures can be inspected with the `set_option trace.Meta.synthInstance true` command.
Main.lean:56:5: error(lean.synthInstanceFailed): failed to synthesize instance of type class
  NormedAlgebra (Path N F) ℝ

Hint: Type class instance resolution failures can be inspected with the `set_option trace.Meta.synthInstance true` command.
Main.lean:56:4: error: Type mismatch
  Differentiable.div_const ?m.180 (2 * τ) x
has type
  DifferentiableAt.{u_1, u_1, 0} (Path N F) (fun x => ?m.179 x / (2 * τ)) x
but is expected to have type
  DifferentiableAt.{0, u_1, 0} ℝ (fun q => ‖bead a b q (k + 1) - bead a b q k‖ ^ 2 / (2 * τ)) x
```

Cause. The fault is in the division of the spring terms by `2 * τ`. `Differentiable.div_const` is about functions of one scalar variable, whose domain is the field over which one differentiates. Here the variable is a whole path, so Lean took `Path N F` for that field. The first two messages say that it found no such field structure on `Path N F`, and no structure of a normed algebra over it on `ℝ`. The third shows the same clash: the term gives differentiability over `Path N F`, where the goal asks for it over `ℝ`.

The repair multiplies by the constant `(2 * τ)⁻¹` instead, with `mul_const`, which allows a function on any normed space. `simpa only [div_eq_mul_inv]` then matches this product with the quotient in the goal. Putting the spring terms into a separate `hs`, with the steps `hd` and `hn` stated at the point `x`, is mere tidying.

Fix (accepted with no message):

```diff
@@ -53,6 +53,16 @@
       · simp only [bead, h, dite_false]
         exact differentiable_const b
-  exact (DifferentiableAt.fun_sum fun k _ =>
-    ((((hb (k + 1)).sub (hb k)).norm_sq ℝ).div_const (2 * τ)) x).add
+  -- each spring term is a smooth function of the path
+  have hs : ∀ k, DifferentiableAt ℝ
+      (fun q : Path N F => ‖bead a b q (k + 1) - bead a b q k‖ ^ 2 / (2 * τ)) x := by
+    intro k
+    have hd : DifferentiableAt ℝ
+        (fun q : Path N F => bead a b q (k + 1) - bead a b q k) x :=
+      (hb (k + 1) x).sub (hb k x)
+    have hn : DifferentiableAt ℝ
+        (fun q : Path N F => ‖bead a b q (k + 1) - bead a b q k‖ ^ 2) x :=
+      hd.norm_sq ℝ
+    simpa only [div_eq_mul_inv] using hn.mul_const (2 * τ)⁻¹
+  exact (DifferentiableAt.fun_sum fun k _ => hs k).add
       (potential_gradient τ hV).hasFDerivAt.differentiableAt
 
```
